# For positive definite v and symmetric R, 1 − s v R is singular at some s > 0 exactly when R has a positive eigenvalue

**A:** Let $v$ be a real symmetric positive definite matrix, the bare interaction, and $R$ a real symmetric matrix, the static polarization left after the target transitions are removed. In the constrained random-phase approximation (constrained RPA) these are the transitions within the target bands, the bands kept in a low-energy model. Some strength $s>0$ makes $1-s\,vR$ singular if and only if $R$ has a positive eigenvalue. At such a strength the constrained interaction $W(s)=(1-s\,vR)^{-1}v$ diverges. If $R$ is negative semidefinite, no $s\ge 0$ is singular.

**Q:** The product $vR$ need not even be symmetric. Why should the sign of $R$ alone decide?

**A:** Suppose $1-s\,vR$ is singular at $s>0$. Then there is $u\neq0$ with $u=s\,vRu$. The vector $Ru$ is nonzero, since otherwise $u=0$. Positive definiteness of $v$ gives

$$u\cdot Ru = s\,(Ru)\cdot v(Ru) > 0 .$$

Expand $u$ in orthonormal eigenvectors of $R$, with eigenvalues $d_i$ and coefficients $c_i$. Then $u\cdot Ru=\sum_i d_i c_i^2$, so some $d_i$ is positive. If $R$ is negative semidefinite this is a contradiction, and at $s=0$ the matrix is the identity.

**Q:** And the other direction?

**A:** Let $Rx=\mu x$ with $\mu>0$ and $x\ne0$, so $x\cdot Rx=\mu\,x\cdot x>0$. Write $v=CC^{T}$ with $C$ invertible and set $S=C^{T}RC$, which is symmetric. For $z=C^{-1}x$ we get $z\cdot Sz=x\cdot Rx>0$, so $S$ has an eigenvalue $\lambda>0$ with an eigenvector $y$. Then

$$vR(Cy)=C\,C^{T}RC\,y=C\,S\,y=\lambda\,Cy ,$$

and $Cy\neq0$. Hence $1-s\,vR$ is singular at $s=1/\lambda$. In general $\lambda$ differs from $\mu$: the sign of $R$ decides whether there is a critical strength, while $v$ helps to decide where it lies.

**Q:** A vanishing determinant is not yet a divergent interaction. The numerator might cancel it.

**A:** It doesn't. Let $u\ne0$ be a null vector at $s_0$, so $u=s_0\,vRu$. Then $(1-s\,vR)u=(s_0-s)\,vRu$, and wherever the inverse exists,

$$(s_0-s)\,W(s)\,Ru=u .$$

Choose a component with $u_i\neq0$. The potential at $i$ produced by the fixed charge $Ru$ has magnitude $|u_i|/|s-s_0|$. The determinant is a polynomial in $s$ with value 1 at $s=0$, so it has finitely many zeros, and the inverse does exist close to $s_0$ away from $s_0$ itself.

**Q:** Now show me what the code calls these things.

**A:** The index type `n` labels a finite basis for charges and potentials, such as a product basis.

```lean
import Mathlib

open Matrix Filter Topology

namespace ConstrainedRPA

variable {n : Type*} [Fintype n] [DecidableEq n]
```

The dielectric matrix has $s$ multiplying the bare interaction, with $s=1$ the physical strength.

```lean
/-- The constrained dielectric matrix `1 - s v R` for bare interaction `v`, rest polarization `R`
and interaction strength `s`. -/
def dielectric (v R : Matrix n n ℝ) (s : ℝ) : Matrix n n ℝ := 1 - s • (v * R)
```

The interaction keeps the unscaled $v$ on the right. Using $s\,v$ there would only multiply $W(s)$ by $s$, which does not affect a divergence at $s_0>0$.

```lean
/-- The constrained interaction `W(s) = (1 - s v R)⁻¹ v`, meaningful where the dielectric matrix
`1 - s v R` is nonsingular. -/
noncomputable def interaction (v R : Matrix n n ℝ) (s : ℝ) : Matrix n n ℝ :=
  (dielectric v R s)⁻¹ * v
```

Divergence is stated for one fixed charge `q` and one basis site `i`. The filter `𝓝[≠] s₀` lets $s$ approach $s_0$ from both sides but never equal it, so the value that Lean assigns to the inverse of a singular matrix plays no role.

```lean
/-- The constrained interaction diverges at `s₀`: the absolute value of the potential that some
fixed charge `q` produces at some basis site `i` grows without bound as `s` tends to `s₀` through
values other than `s₀`. -/
def DivergesAt (v R : Matrix n n ℝ) (s₀ : ℝ) : Prop :=
  ∃ (q : n → ℝ) (i : n), Tendsto (fun s => |(interaction v R s *ᵥ q) i|) (𝓝[≠] s₀) atTop
```

**Q:** Which hypotheses do the theorems then use?

**A:** `v.PosDef` says that $v$ is symmetric and positive definite: every nonzero charge distribution in the basis has positive bare self-energy. `R.IsHermitian` means symmetric, because the entries are real. Singular means `det = 0`, and a positive eigenvalue means a number `μ > 0` with an explicit nonzero eigenvector.

**Q:** Would positive semidefinite do? Product bases are often nearly redundant.

**A:** No. Take $v=\mathrm{diag}(1,0)$ and $R=\mathrm{diag}(-1,1)$. Then $R$ has the eigenvalue 1, but $1-s\,vR=\mathrm{diag}(1+s,1)$ is nonsingular for every $s>0$. The positive direction of $R$ is invisible to the interaction.

**Q:** Fair. Take me through the proof.

**A:** It begins with diagonalization. The columns of `U` are orthonormal eigenvectors.

```lean
/-- A real symmetric matrix is diagonalized by an orthogonal matrix of eigenvectors. -/
theorem spectral_form {A : Matrix n n ℝ} (hA : A.IsHermitian) :
    ∃ U : Matrix n n ℝ, U * Uᵀ = 1 ∧ A = U * diagonal hA.eigenvalues * Uᵀ := by
  have h1 := Matrix.mem_unitaryGroup_iff.mp hA.eigenvectorUnitary.2
  rw [star_eq_conjTranspose, conjTranspose_eq_transpose_of_trivial] at h1
  have h2 : A * (hA.eigenvectorUnitary : Matrix n n ℝ)
      = (hA.eigenvectorUnitary : Matrix n n ℝ) * diagonal hA.eigenvalues := by
    ext i j
    have h := congrFun (hA.mulVec_eigenvectorBasis j) i
    simp only [Matrix.mulVec, dotProduct, Pi.smul_apply, smul_eq_mul] at h
    rw [Matrix.mul_diagonal]
    simp only [Matrix.mul_apply, Matrix.IsHermitian.eigenvectorUnitary_apply]
    linarith
  exact ⟨_, h1, by rw [← h2, Matrix.mul_assoc, h1, Matrix.mul_one]⟩
```

The factor $C$ is `U` times the diagonal matrix of square roots of the eigenvalues of $v$. Its inverse `D` uses the reciprocal roots, which is where strict positivity enters.

```lean
/-- A positive definite interaction factorizes as `v = C Cᵀ` with an invertible `C`. -/
theorem interaction_factor {v : Matrix n n ℝ} (hv : v.PosDef) :
    ∃ C D : Matrix n n ℝ, v = C * Cᵀ ∧ C * D = 1 := by
  obtain ⟨U, hU, hA⟩ := spectral_form hv.isHermitian
  have hd : ∀ i, 0 < hv.isHermitian.eigenvalues i := fun i => hv.eigenvalues_pos i
  generalize hv.isHermitian.eigenvalues = d at hA hd
  have hs : diagonal (fun i => √(d i)) * diagonal (fun i => √(d i)) = diagonal d := by
    rw [diagonal_mul_diagonal]
    congr 1
    funext i
    exact Real.mul_self_sqrt (hd i).le
  have hi : diagonal (fun i => √(d i)) * diagonal (fun i => (√(d i))⁻¹) = 1 := by
    rw [diagonal_mul_diagonal, ← diagonal_one]
    congr 1
    funext i
    exact mul_inv_cancel₀ (Real.sqrt_pos.2 (hd i)).ne'
  refine ⟨U * diagonal (fun i => √(d i)), diagonal (fun i => (√(d i))⁻¹) * Uᵀ, ?_, ?_⟩
  · rw [hA, ← hs, transpose_mul, diagonal_transpose]
    simp only [Matrix.mul_assoc]
  · rw [Matrix.mul_assoc, ← Matrix.mul_assoc (diagonal _) (diagonal _), hi, Matrix.one_mul, hU]
```

Next comes the step from a positive quadratic form to a positive eigenvalue. `hq` is the weighted sum of squares, `hpos` finds a positive weight, and the eigenvector is column `i` of `U`.

```lean
/-- A real symmetric matrix whose quadratic form is positive on some vector has a positive
eigenvalue. -/
theorem exists_pos_eigenvalue {A : Matrix n n ℝ} (hA : A.IsHermitian) {x : n → ℝ}
    (hx : 0 < x ⬝ᵥ A *ᵥ x) : ∃ μ : ℝ, μ > 0 ∧ ∃ y : n → ℝ, y ≠ 0 ∧ A *ᵥ y = μ • y := by
  obtain ⟨U, hU, hA'⟩ := spectral_form hA
  generalize hA.eigenvalues = d at hA'
  have hU' : Uᵀ * U = 1 := mul_eq_one_comm.1 hU
  -- in the eigenbasis the form is a weighted sum of squares
  have hq : x ⬝ᵥ A *ᵥ x = ∑ i, d i * ((Uᵀ *ᵥ x) i) ^ 2 := by
    rw [hA', ← mulVec_mulVec, ← mulVec_mulVec, dotProduct_mulVec, ← mulVec_transpose]
    simp only [dotProduct, mulVec_diagonal]
    exact Finset.sum_congr rfl fun i _ => by ring
  have hpos : ∃ i, 0 < d i := by
    by_contra h
    have h' : ∀ i, d i ≤ 0 := fun i => not_lt.1 fun hi => h ⟨i, hi⟩
    have : ∑ i, d i * ((Uᵀ *ᵥ x) i) ^ 2 ≤ 0 :=
      Finset.sum_nonpos fun i _ => mul_nonpos_of_nonpos_of_nonneg (h' i) (sq_nonneg _)
    linarith
  obtain ⟨i, hi⟩ := hpos
  have hD : diagonal d *ᵥ (Pi.single i 1 : n → ℝ) = d i • (Pi.single i 1 : n → ℝ) := by
    ext j
    rw [mulVec_diagonal]
    by_cases h : j = i
    · subst h; simp
    · simp [h]
  refine ⟨d i, hi, U *ᵥ (Pi.single i 1 : n → ℝ), fun h => ?_, ?_⟩
  · have h0 := congrArg (fun z => Uᵀ *ᵥ z) h
    simp only [mulVec_mulVec, hU', one_mulVec, mulVec_zero] at h0
    have h1 := congrFun h0 i
    simp at h1
  · rw [hA', mulVec_mulVec, Matrix.mul_assoc, hU', Matrix.mul_one, ← mulVec_mulVec, hD,
      mulVec_smul]
```

The null-vector argument follows. `h1` is $u=s\,vRu$, `hy` is $Ru\neq0$, and the `calc` block is the displayed inequality.

```lean
/-- If `v` is positive definite and `1 - s v R` is singular at some `s > 0`, then the quadratic
form of `R` is positive on some vector. -/
theorem pos_form_of_singular {v R : Matrix n n ℝ} (hv : v.PosDef) {s : ℝ} (hs : 0 < s)
    (h : (dielectric v R s).det = 0) : ∃ u : n → ℝ, 0 < u ⬝ᵥ R *ᵥ u := by
  obtain ⟨u, hu, h0⟩ := Matrix.exists_mulVec_eq_zero_iff.2 h
  simp only [dielectric, sub_mulVec, one_mulVec, smul_mulVec] at h0
  have h1 : u = s • (v *ᵥ (R *ᵥ u)) := by
    rw [mulVec_mulVec]
    exact sub_eq_zero.1 h0
  have hy : R *ᵥ u ≠ 0 := fun h2 => hu (by rw [h1, h2, mulVec_zero, smul_zero])
  have hp := hv.dotProduct_mulVec_pos hy
  rw [star_trivial] at hp
  refine ⟨u, ?_⟩
  calc 0 < s * ((R *ᵥ u) ⬝ᵥ v *ᵥ (R *ᵥ u)) := mul_pos hs hp
    _ = (s • (v *ᵥ (R *ᵥ u))) ⬝ᵥ (R *ᵥ u) := by
      rw [smul_dotProduct, smul_eq_mul, dotProduct_comm]
    _ = u ⬝ᵥ R *ᵥ u := by rw [← h1]
```

For the converse, `hpos` transfers the positive direction to $C^{T}RC$ and `hvR` is the eigenvalue equation for $Cy$. The code writes `μ` for what I called $\lambda$.

```lean
/-- If `v` is positive definite, `R` is symmetric and the quadratic form of `R` is positive on some
vector, then `1 - s v R` is singular at some `s > 0`. -/
theorem singular_of_pos_form {v R : Matrix n n ℝ} (hv : v.PosDef) (hR : R.IsHermitian)
    {x : n → ℝ} (hx : 0 < x ⬝ᵥ R *ᵥ x) : ∃ s > 0, (dielectric v R s).det = 0 := by
  obtain ⟨C, D, hC, hCD⟩ := interaction_factor hv
  have hS := Matrix.isHermitian_conjTranspose_mul_mul C hR
  rw [conjTranspose_eq_transpose_of_trivial] at hS
  have hCx : C *ᵥ (D *ᵥ x) = x := by rw [mulVec_mulVec, hCD, one_mulVec]
  -- the symmetrized polarization `Cᵀ R C` inherits the positive direction
  have hpos : 0 < (D *ᵥ x) ⬝ᵥ (Cᵀ * R * C) *ᵥ (D *ᵥ x) := by
    rw [← mulVec_mulVec, hCx, ← mulVec_mulVec, dotProduct_mulVec, vecMul_transpose, hCx]
    exact hx
  obtain ⟨μ, hμ, y, hy, hSy⟩ := exists_pos_eigenvalue hS hpos
  have hvR : (v * R) *ᵥ (C *ᵥ y) = μ • (C *ᵥ y) := by
    calc (v * R) *ᵥ (C *ᵥ y) = C *ᵥ ((Cᵀ * R * C) *ᵥ y) := by
          rw [hC]; simp only [mulVec_mulVec, Matrix.mul_assoc]
      _ = μ • (C *ᵥ y) := by rw [hSy, mulVec_smul]
  refine ⟨μ⁻¹, inv_pos.2 hμ, Matrix.exists_mulVec_eq_zero_iff.1 ⟨C *ᵥ y, fun h => ?_, ?_⟩⟩
  · rw [← mulVec_mulVec, h, mulVec_zero] at hSy
    exact smul_ne_zero hμ.ne' hy hSy.symm
  · rw [dielectric, sub_mulVec, one_mulVec, smul_mulVec, hvR, smul_smul,
      inv_mul_cancel₀ hμ.ne', one_smul, sub_self]
```

The equivalence combines these lemmas. In the second half, an eigenvector of $R$ with a positive eigenvalue supplies the vector with positive quadratic form.

```lean
/-- For positive definite `v` and symmetric `R`, some interaction strength `s > 0` makes
`1 - s v R` singular if and only if `R` has a positive eigenvalue. -/
theorem singular_iff_pos_eigenvalue {v R : Matrix n n ℝ} (hv : v.PosDef) (hR : R.IsHermitian) :
    (∃ s > 0, (dielectric v R s).det = 0) ↔
      ∃ μ : ℝ, μ > 0 ∧ ∃ x : n → ℝ, x ≠ 0 ∧ R *ᵥ x = μ • x := by
  constructor
  · rintro ⟨s, hs, h⟩
    obtain ⟨u, hu⟩ := pos_form_of_singular hv hs h
    exact exists_pos_eigenvalue hR hu
  · rintro ⟨μ, hμ, x, hx, h⟩
    have h0 : 0 ≤ x ⬝ᵥ x := Finset.sum_nonneg fun i _ => mul_self_nonneg (x i)
    have h1 : x ⬝ᵥ x ≠ 0 := fun h2 => hx (dotProduct_self_eq_zero.1 h2)
    refine singular_of_pos_form hv hR (x := x) ?_
    rw [h, dotProduct_smul, smul_eq_mul]
    exact mul_pos hμ (lt_of_le_of_ne h0 h1.symm)
```

**Q:** And the reassuring case, negative semidefinite $R$?

**A:** Here it is enough that $x\cdot Rx\le0$ for all $x$; symmetry of $R$ is not assumed. The proof treats $s=0$ separately and otherwise contradicts the null-vector lemma.

```lean
/-- For positive definite `v`, a rest polarization with nowhere positive quadratic form leaves
`1 - s v R` nonsingular at every strength `s ≥ 0`. -/
theorem nonsingular_of_nonpos {v R : Matrix n n ℝ} (hv : v.PosDef)
    (hR : ∀ x : n → ℝ, x ⬝ᵥ R *ᵥ x ≤ 0) {s : ℝ} (hs : 0 ≤ s) :
    (dielectric v R s).det ≠ 0 := by
  intro h
  rcases hs.eq_or_lt with h0 | h0
  · subst h0
    simp [dielectric] at h
  · obtain ⟨u, hu⟩ := pos_form_of_singular hv h0 h
    exact not_lt_of_ge (hR u) hu
```

The conclusion is nonsingularity, so $W(s)$ is a genuine inverse times $v$ at every $s\ge0$, including the physical $s=1$.

**Q:** Where is the pole?

**A:** In the next theorem, which is the identity $(s_0-s)W(s)Ru=u$. It needs neither positivity of $v$ nor symmetry of $R$.

```lean
/-- If `u` is a null vector of the dielectric matrix at `s₀`, then at every nonsingular strength `s`
the charge `R u` produces a potential `W(s) R u` with `(s₀ - s) W(s) R u = u`. -/
theorem interaction_pole {v R : Matrix n n ℝ} {s₀ s : ℝ} {u : n → ℝ}
    (h : dielectric v R s₀ *ᵥ u = 0) (hs : (dielectric v R s).det ≠ 0) :
    (s₀ - s) • (interaction v R s *ᵥ (R *ᵥ u)) = u := by
  have h1 : dielectric v R s *ᵥ u = (s₀ - s) • ((v * R) *ᵥ u) := by
    simp only [dielectric, sub_mulVec, one_mulVec, smul_mulVec] at h ⊢
    rw [sub_smul, ← sub_eq_zero.1 h]
  calc (s₀ - s) • (interaction v R s *ᵥ (R *ᵥ u))
      = (dielectric v R s)⁻¹ *ᵥ ((s₀ - s) • ((v * R) *ᵥ u)) := by
        rw [mulVec_smul, interaction]
        simp only [mulVec_mulVec, Matrix.mul_assoc]
    _ = u := by
        rw [← h1, mulVec_mulVec, nonsing_inv_mul _ (isUnit_iff_ne_zero.2 hs), one_mulVec]
```

The divergence theorem turns that identity into a limit. The polynomial `p` is the determinant as a function of $s$, and `hreg` says that the dielectric matrix is nonsingular near $s_0$ with $s_0$ excluded. `ht` sends $|s-s_0|$ to zero from above, and `h3` is the pole identity in component `i`, with absolute values taken.

```lean
/-- Wherever the dielectric matrix is singular, the constrained interaction diverges. -/
theorem diverges_of_singular {v R : Matrix n n ℝ} {s₀ : ℝ}
    (h : (dielectric v R s₀).det = 0) : DivergesAt v R s₀ := by
  obtain ⟨u, hu, h0⟩ := Matrix.exists_mulVec_eq_zero_iff.2 h
  obtain ⟨i, hi⟩ := Function.ne_iff.1 hu
  -- the determinant is a nonzero polynomial in `s`, so its zeros are isolated
  let p : Polynomial ℝ :=
    (1 - (Polynomial.X : Polynomial ℝ) • (v * R).map Polynomial.C).det
  have hp : ∀ s, p.eval s = (dielectric v R s).det := by
    intro s
    change Polynomial.evalRingHom s (Matrix.det _) = _
    rw [RingHom.map_det, dielectric]
    generalize v * R = M
    congr 1
    ext a b
    by_cases hab : a = b <;> simp [hab] <;> exact mul_comm _ _
  have hp0 : p ≠ 0 := by
    intro hz
    have h1 := hp 0
    simp [hz, dielectric] at h1
  have hreg : ∀ᶠ s in 𝓝[≠] s₀, (dielectric v R s).det ≠ 0 := by
    have hf : ((p.roots.toFinset : Set ℝ) \ {s₀}).Finite :=
      p.roots.toFinset.finite_toSet.subset Set.sdiff_subset
    have hn : ((p.roots.toFinset : Set ℝ) \ {s₀})ᶜ ∈ 𝓝 s₀ :=
      hf.isClosed.isOpen_compl.mem_nhds (fun hm => hm.2 rfl)
    filter_upwards [mem_nhdsWithin_of_mem_nhds hn, self_mem_nhdsWithin] with s h1 h2 h3
    refine h1 ⟨?_, h2⟩
    rw [Finset.mem_coe, Multiset.mem_toFinset, Polynomial.mem_roots hp0]
    exact (hp s).trans h3
  have ht : Tendsto (fun s : ℝ => |s - s₀|) (𝓝[≠] s₀) (𝓝[>] 0) := by
    refine tendsto_nhdsWithin_iff.2 ⟨?_, ?_⟩
    · have hc : Continuous fun s : ℝ => |s - s₀| := by fun_prop
      have h1 := hc.tendsto s₀
      rw [sub_self, abs_zero] at h1
      exact h1.mono_left nhdsWithin_le_nhds
    · filter_upwards [self_mem_nhdsWithin] with s hs
      exact abs_pos.2 (sub_ne_zero.2 hs)
  refine ⟨R *ᵥ u, i, ((tendsto_inv_nhdsGT_zero.comp ht).const_mul_atTop
    (abs_pos.2 hi)).congr' ?_⟩
  filter_upwards [hreg, self_mem_nhdsWithin] with s hs hne
  have h1 := congrFun (interaction_pole h0 hs) i
  rw [Pi.smul_apply, smul_eq_mul] at h1
  have h2 : |s - s₀| ≠ 0 := abs_ne_zero.2 (sub_ne_zero.2 hne)
  have h3 : |u i| = |s - s₀| * |(interaction v R s *ᵥ (R *ᵥ u)) i| := by
    rw [abs_sub_comm s s₀, ← abs_mul, h1]
  change |u i| * |s - s₀|⁻¹ = _
  rw [h3, mul_comm, inv_mul_cancel_left₀ h2]
```

**Q:** So far $R$ is just a matrix. Where does the subtraction of target transitions come in?

**A:** Set $R=P-T$, with $P$ the total and $T$ the target polarization. In the sign convention used here, a static polarization built from transitions between occupied states and empty states of higher energy is negative semidefinite. If $T$ contains only transitions that are in $P$, with the same weights, what remains is negative semidefinite too. If $T$ comes from a separate model of the target bands, it may remove more than $P$ contains in some direction $x$, which means $x\cdot Tx<x\cdot Px$. That inequality is the hypothesis of the last theorem, and it makes the quadratic form of $P-T$ positive at $x$.

```lean
/-- Oversubtraction: let `v` be positive definite and the total and target polarizations `P`, `T`
symmetric. If `x·Tx < x·Px` for some `x`, the interaction constrained with `R = P - T` diverges at
some strength `s₀ > 0`. -/
theorem oversubtraction_diverges {v P T : Matrix n n ℝ} (hv : v.PosDef) (hP : P.IsHermitian)
    (hT : T.IsHermitian) {x : n → ℝ} (hx : x ⬝ᵥ T *ᵥ x < x ⬝ᵥ P *ᵥ x) :
    ∃ s₀ > 0, DivergesAt v (P - T) s₀ := by
  have h : 0 < x ⬝ᵥ (P - T) *ᵥ x := by
    rw [sub_mulVec, dotProduct_sub]
    linarith
  obtain ⟨s₀, hs, h0⟩ := singular_of_pos_form hv (hP.sub hT) h
  exact ⟨s₀, hs, diverges_of_singular h0⟩

end ConstrainedRPA
```

```lean
#print axioms ConstrainedRPA.singular_iff_pos_eigenvalue
#print axioms ConstrainedRPA.nonsingular_of_nonpos
#print axioms ConstrainedRPA.oversubtraction_diverges
```

```
'ConstrainedRPA.singular_iff_pos_eigenvalue' depends on axioms: [propext, Classical.choice, Quot.sound]
'ConstrainedRPA.nonsingular_of_nonpos' depends on axioms: [propext, Classical.choice, Quot.sound]
'ConstrainedRPA.oversubtraction_diverges' depends on axioms: [propext, Classical.choice, Quot.sound]
```

**Q:** Does my Hubbard $U$ then blow up?

**A:** Not necessarily. The theorem gives some $s_0>0$, not $s_0=1$, and the diverging component need not lie in your target orbitals. With a single basis function, $W(s)=v/(1-s\,vR)$. For $R>0$ it diverges at $s_0=1/(vR)$ and is negative beyond that, so a finite value at $s=1$ may already lie on the wrong side of the pole.

**Q:** What does this leave me with in practice?

**A:** For a static constrained RPA calculation in a finite real basis with positive definite $v$, the largest eigenvalue of $R$ tells you whether a critical strength exists. Frequency dependence, complex matrices at general crystal momentum and the infinite-basis limit lie beyond this model.
